# A 2π-periodic function of complex crystal momentum that is differentiable on a closed strip is continuous there and holomorphic inside

The declaration concerns a complex-valued function `f` of complex crystal momentum z, on the strip |Im z| ≤ a about the real axis. It assumes that `f` is complex-differentiable on the closed strip, in the sense of differentiability within that set, and that f(z + 2π) = f(z) there. It concludes that `f` is continuous on the closed strip, complex-differentiable on the open strip |Im z| < a, and 2π-periodic on the closed strip; `a` is any real number, and no particular Hamiltonian or Bloch state enters. The attempt gets continuity from differentiability, restricts differentiability to the smaller set with `hd.mono`, and passes the periodicity hypothesis on unchanged.

An attempt in Lean 4 with a fault in it:

```lean
import Mathlib

open Complex (I)
open scoped Real

namespace OfDifferentiableOn

noncomputable section

/-- A function of complex crystal momentum that is continuous on the closed strip
`|Im z| ≤ a`, complex-differentiable inside it, and `2π`-periodic on it. -/
structure AnalyticOnStrip (a : ℝ) (f : ℂ → ℂ) : Prop where
  continuousOn : ContinuousOn f {z | |z.im| ≤ a}
  differentiableOn : DifferentiableOn ℂ f {z | |z.im| < a}
  periodic : ∀ z : ℂ, |z.im| ≤ a → f (z + (2 * π : ℝ)) = f z

/-- A `2π`-periodic function that is complex-differentiable on the closed strip, for instance
on an open set containing it, is analytic on the strip in the above sense. -/
theorem AnalyticOnStrip.of_differentiableOn {a : ℝ} {f : ℂ → ℂ}
    (hd : DifferentiableOn ℂ f {z | |z.im| ≤ a})
    (hp : ∀ z : ℂ, |z.im| ≤ a → f (z + (2 * π : ℝ)) = f z) : AnalyticOnStrip a f :=
  ⟨hd.continuousOn, hd.mono fun _ hz => le_of_lt hz, hp⟩

end

end OfDifferentiableOn
```

Messages:

```
Main.lean:22:40: error: Type mismatch
  le_of_lt ?m.70
has type
  ?m.68 ≤ ?m.69
but is expected to have type
  x✝ ∈ {z | |z.im| ≤ a}
```

What went wrong. The mathematics of the failing step is sound: |Im z| < a implies |Im z| ≤ a. But `hd.mono` needs a proof that the open strip lies in the closed one, so the function given to it must return a proof of membership, `x✝ ∈ {z | |z.im| ≤ a}`. The term `le_of_lt` produces an inequality `?m.68 ≤ ?m.69` whose two sides are still unknown, and Lean did not match this with the membership statement.

The repair writes the inequality out. `show |z.im| ≤ a from ...` fixes both sides, and Lean accepts the result as the required membership because the two are equal by definition. The annotation `(hz : |z.im| < a)` likewise presents the hypothesis as a strict inequality, so that `hz.le` can turn it into the weak one. The point is now called `z` instead of `_` because these types mention it. Writing `hz.le` in place of `le_of_lt hz` is only a shorter form of the same step.

After these edits no error is left:

```diff
@@ -20,5 +20,5 @@
     (hd : DifferentiableOn ℂ f {z | |z.im| ≤ a})
     (hp : ∀ z : ℂ, |z.im| ≤ a → f (z + (2 * π : ℝ)) = f z) : AnalyticOnStrip a f :=
-  ⟨hd.continuousOn, hd.mono fun _ hz => le_of_lt hz, hp⟩
+  ⟨hd.continuousOn, hd.mono fun z (hz : |z.im| < a) => show |z.im| ≤ a from hz.le, hp⟩
 
 end
```
